# For a finite Hermitian matrix with a simple ground state, a local potential set a constant below the full potential gives a Kleinman-Bylander ghost below that state exactly when the constant exceeds the gap

## Can a projector that repairs the reference state spoil the rest of the spectrum?

Let $H$ be the Hamiltonian of one angular-momentum channel, with normalized, non-degenerate ground state $\varphi$ at energy $E_0$ and next level $E_1$. I take $\varphi$ as the reference state of a Kleinman-Bylander construction. As local potential I use the potential in $H$ lowered by a constant $c>0$, and I let the separable non-local term compensate.

The projector is repulsive and puts $\varphi$ back exactly at $E_0$, so at first sight I have only moved a constant from one term to another. Yet I keep reading that a badly chosen local potential produces ghost states below the reference level. Does that already happen for a plain constant, and if so, how large may $c$ be?

## The constant may be as large as the gap

**Conventions.** States are complex vectors in a finite orthonormal basis, $\langle x,y\rangle=\sum_i \overline{x_i}\,y_i$, and $\varphi\varphi^*$ is the projector on $\varphi$. A level is a real number with a nonzero eigenvector. A ghost here means a level strictly below $E_0$; common usage also calls spurious states at higher energies ghosts. The number $c$ is real and nonzero, and a negative $c$ raises the local potential.

It does happen for a constant: a ghost lies below $\varphi$ if and only if $c>E_1-E_0$. The projector returns the energy $c$ to $\varphi$ alone, while every state orthogonal to $\varphi$ keeps the full lowering.

### From the separable term to the shifted levels

After the lowering, the Hamiltonian without its non-local term is $H-c$, and the remainder to be made separable is $A=c\cdot 1$. The Kleinman-Bylander term $K$ satisfies
$$\langle\varphi,A\varphi\rangle\,K=(A\varphi)(A\varphi)^* .$$
Here $A\varphi=c\varphi$ and $\langle\varphi,A\varphi\rangle=c$, so $cK=c^2\varphi\varphi^*$. Since $c\neq0$, this gives $K=c\,\varphi\varphi^*$. At $c=0$ the relation would read $0=0$ and leave $K$ arbitrary.

The new Hamiltonian $H'=H-c+c\,\varphi\varphi^*$ acts as
$$H'x=Hx-cx+c\langle\varphi,x\rangle\varphi .$$
For $x=\varphi$ the last two terms cancel, and $H'\varphi=E_0\varphi$. For $\langle\varphi,x\rangle=0$ the last term vanishes, so $Hx=Ex$ holds exactly when $H'x=(E-c)x$.

To see that there are no other levels, let $H'x=Ex$ with $x\ne0$ and $E\neq E_0$. Hermiticity gives $\langle\varphi,Hx\rangle=\langle H\varphi,x\rangle=E_0\langle\varphi,x\rangle$. Taking the overlap of the eigenvalue equation with $\varphi$ yields
$$E\langle\varphi,x\rangle=(E_0-c+c)\langle\varphi,x\rangle ,\qquad\text{so}\qquad (E-E_0)\langle\varphi,x\rangle=0 .$$
Hence $x$ is orthogonal to $\varphi$ and $Hx=(E+c)x$. If $E+c$ were equal to $E_0$, simplicity would give $x=a\varphi$ with $a=\langle\varphi,x\rangle=0$, a contradiction. So $E+c$ is a level of $H$ other than $E_0$.

Conversely, let $Hx=(E+c)x$ with $x\neq0$ and $E+c\ne E_0$. The same overlap argument for $H$ gives $(E+c-E_0)\langle\varphi,x\rangle=0$, so $x$ is orthogonal to $\varphi$ and $H'x=Ex$. The levels of $H'$ are therefore $E_0$ and the other levels of $H$, each moved by $-c$.

If some level $E$ of $H'$ lies below $E_0$, then $E+c\geq E_1$, and so $c\geq E_1-E>E_1-E_0$. If $c>E_1-E_0$, then $E_1-c$ is a level below $E_0$. It is also the lowest one, because the other shifted levels are no lower. At $c=E_1-E_0$ the shifted excited state is degenerate with $\varphi$.

A two-level example has rows $(16,-12)$ and $(-12,9)$, with $\varphi=(3/5,4/5)$ at energy $0$ and the normalized excited state $(4/5,-3/5)$ at $25$. With $c=30$ the levels become $0$ and $-5$, and the second is a ghost.

### What the Lean statements say

`IsLevel H E` and `HasGhostBelow H E0` are the two definitions above. `IsReference H φ E0 E1` collects the assumptions on the reference: $H$ is Hermitian, $\varphi$ is normalized and an eigenvector at $E_0$, every eigenvector at $E_0$ is a multiple of $\varphi$, $E_0<E_1$, $E_1$ is a level, and every level other than $E_0$ is at least $E_1$. Together these make $\varphi$ the ground state, and they require at least two basis states.

In the code, `star φ ⬝ᵥ x` is $\langle\varphi,x\rangle$, `H *ᵥ x` is $Hx$, and `vecMulVec φ (star φ)` is $\varphi\varphi^*$. `IsKBTerm A φ K` is the Kleinman-Bylander relation with its denominator cleared, and `kbHam H φ c` is $H'$.

The main theorem, `ghost_threshold`, takes any matrix `K` that satisfies the relation for the remainder $c\cdot1$, with $c\neq0$. It concludes that $\varphi$ keeps $E_0$, that the energies of eigenvectors orthogonal to $\varphi$ move by $-c$, and that a ghost exists exactly when `E1 - E0 < c`. The full list of levels is `level_iff`, which records energies without multiplicities. `ghost_is_lowest` and `degenerate_at_threshold` treat the cases above and at the threshold, and `isReference_witness` shows that the two-level example meets all the assumptions on the reference.

The constant remainder is a simplification. In practice the difference between the channel potential and the local potential depends on the radius and vanishes outside the core, so $A\varphi$ is not proportional to $\varphi$ and the other levels need not all move by the same amount. For the choice of a local potential in electronic-structure work, this finite, constant-shift model shows that reproducing the reference level exactly does not by itself exclude a lower state.

```lean
import Mathlib

open Matrix

namespace KleinmanBylanderLocalShift

noncomputable section

variable {n : Type*} [Fintype n] [DecidableEq n]

/-- The real number `E` is an energy level of `H`: some nonzero state satisfies `H x = E x`. -/
def IsLevel (H : Matrix n n ℂ) (E : ℝ) : Prop :=
  ∃ x : n → ℂ, x ≠ 0 ∧ H *ᵥ x = (E : ℂ) • x

/-- A ghost below the reference energy `E0`: a level of `H` strictly lower than `E0`. -/
def HasGhostBelow (H : Matrix n n ℂ) (E0 : ℝ) : Prop :=
  ∃ E : ℝ, E < E0 ∧ IsLevel H E

/-- `H` is Hermitian with normalized, simple ground state `φ` at energy `E0`, and `E1` is the
next level above it. -/
structure IsReference (H : Matrix n n ℂ) (φ : n → ℂ) (E0 E1 : ℝ) : Prop where
  hermitian : H.IsHermitian
  normalized : star φ ⬝ᵥ φ = 1
  eigen : H *ᵥ φ = (E0 : ℂ) • φ
  simple : ∀ x : n → ℂ, H *ᵥ x = (E0 : ℂ) • x → ∃ a : ℂ, x = a • φ
  gap : E0 < E1
  next : IsLevel H E1
  above : ∀ E : ℝ, IsLevel H E → E ≠ E0 → E1 ≤ E

/-- The Kleinman-Bylander relation `⟨φ, A φ⟩ K = (A φ)(A φ)*` between a non-local remainder `A`
and its separable term `K`, written without a division. -/
def IsKBTerm (A : Matrix n n ℂ) (φ : n → ℂ) (K : Matrix n n ℂ) : Prop :=
  (star φ ⬝ᵥ (A *ᵥ φ)) • K = vecMulVec (A *ᵥ φ) (star (A *ᵥ φ))

/-- The Hamiltonian `H - c + c φ φ*`. -/
def kbHam (H : Matrix n n ℂ) (φ : n → ℂ) (c : ℝ) : Matrix n n ℂ :=
  H - (c : ℂ) • (1 : Matrix n n ℂ) + (c : ℂ) • vecMulVec φ (star φ)

/-- For normalized `φ` and a constant remainder `c ≠ 0`, the Kleinman-Bylander term is
`c φ φ*` and nothing else. -/
theorem kbTerm_const_iff {φ : n → ℂ} (hφ : star φ ⬝ᵥ φ = 1) {c : ℝ} (hc : c ≠ 0)
    (K : Matrix n n ℂ) :
    IsKBTerm ((c : ℂ) • (1 : Matrix n n ℂ)) φ K ↔ K = (c : ℂ) • vecMulVec φ (star φ) := by
  have hc' : (c : ℂ) ≠ 0 := by exact_mod_cast hc
  have h1 : ((c : ℂ) • (1 : Matrix n n ℂ)) *ᵥ φ = (c : ℂ) • φ := by
    rw [smul_mulVec, one_mulVec]
  have h2 : vecMulVec ((c : ℂ) • φ) (star ((c : ℂ) • φ))
      = (c : ℂ) • (c : ℂ) • vecMulVec φ (star φ) := by
    ext i j
    simp only [vecMulVec_apply, Matrix.smul_apply, Pi.smul_apply, Pi.star_apply, smul_eq_mul,
      star_mul', Complex.star_def, Complex.conj_ofReal]
    ring
  rw [IsKBTerm, h1, h2, dotProduct_smul, hφ, smul_eq_mul, mul_one]
  constructor
  · intro h
    -- cancel the nonzero denominator
    rw [← inv_smul_smul₀ hc' K, h, inv_smul_smul₀ hc']
  · intro h
    rw [h]

/-- Action of `H - c + c φ φ*` on a state: `H x - c x + c ⟨φ, x⟩ φ`. -/
theorem kbHam_mulVec (H : Matrix n n ℂ) (φ x : n → ℂ) (c : ℝ) :
    kbHam H φ c *ᵥ x = H *ᵥ x - (c : ℂ) • x + ((c : ℂ) * (star φ ⬝ᵥ x)) • φ := by
  have hP : vecMulVec φ (star φ) *ᵥ x = (star φ ⬝ᵥ x) • φ := by
    ext i
    simp only [mulVec, dotProduct, vecMulVec_apply, Pi.smul_apply, smul_eq_mul, Finset.sum_mul]
    exact Finset.sum_congr rfl (fun j _ => by ring)
  simp only [kbHam, add_mulVec, sub_mulVec, smul_mulVec, one_mulVec, hP, smul_smul]

/-- A state orthogonal to `φ` has energy `E` under `H` exactly when it has energy `E - c` under
`H - c + c φ φ*`. -/
theorem orthogonal_shift (H : Matrix n n ℂ) {φ x : n → ℂ} (hx : star φ ⬝ᵥ x = 0) (c E : ℝ) :
    kbHam H φ c *ᵥ x = ((E - c : ℝ) : ℂ) • x ↔ H *ᵥ x = (E : ℂ) • x := by
  rw [kbHam_mulVec, hx, mul_zero, zero_smul, add_zero, Complex.ofReal_sub, sub_smul,
    sub_left_inj]

omit [DecidableEq n] in
/-- For a Hermitian `H` with `H φ = E0 φ`, the overlap obeys `⟨φ, H x⟩ = E0 ⟨φ, x⟩`. -/
theorem overlap_mulVec {H : Matrix n n ℂ} {φ : n → ℂ} {E0 : ℝ} (hH : H.IsHermitian)
    (hφ : H *ᵥ φ = (E0 : ℂ) • φ) (x : n → ℂ) :
    star φ ⬝ᵥ (H *ᵥ x) = (E0 : ℂ) * (star φ ⬝ᵥ x) := by
  have h : star φ ᵥ* H = star (H *ᵥ φ) := by rw [star_mulVec, hH.eq]
  rw [Matrix.dotProduct_mulVec, h, hφ, star_smul, smul_dotProduct, smul_eq_mul,
    Complex.star_def, Complex.conj_ofReal]

/-- Let `H`, `φ`, `E0`, `E1` satisfy `IsReference`. For every real `c`, the levels of
`H - c + c φ φ*` are `E0` and the levels of `H` other than `E0`, each moved by `-c`. -/
theorem level_iff {H : Matrix n n ℂ} {φ : n → ℂ} {E0 E1 : ℝ} (R : IsReference H φ E0 E1)
    (c E : ℝ) :
    IsLevel (kbHam H φ c) E ↔ E = E0 ∨ (E + c ≠ E0 ∧ IsLevel H (E + c)) := by
  have ov := overlap_mulVec R.hermitian R.eigen
  constructor
  · rintro ⟨x, hx0, hx⟩
    by_cases hE : E = E0
    · exact Or.inl hE
    right
    -- projecting on φ shows that x is orthogonal to φ
    have h := congrArg (fun v => star φ ⬝ᵥ v) hx
    simp only [kbHam_mulVec, dotProduct_add, dotProduct_sub, dotProduct_smul, smul_eq_mul,
      ov, R.normalized] at h
    have h' : ((E : ℂ) - E0) * (star φ ⬝ᵥ x) = 0 := by linear_combination -h
    have hs : star φ ⬝ᵥ x = 0 :=
      (mul_eq_zero.mp h').resolve_left (sub_ne_zero.mpr (by exact_mod_cast hE))
    have hH : H *ᵥ x = ((E + c : ℝ) : ℂ) • x :=
      (orthogonal_shift H hs c (E + c)).1 (by rw [add_sub_cancel_right]; exact hx)
    refine ⟨fun he => ?_, x, hx0, hH⟩
    -- simplicity of E0 excludes a second state at that energy
    rw [he] at hH
    obtain ⟨a, rfl⟩ := R.simple x hH
    rw [dotProduct_smul, R.normalized, smul_eq_mul, mul_one] at hs
    exact hx0 (by rw [hs, zero_smul])
  · rintro (h | ⟨hne, x, hx0, hx⟩)
    · refine ⟨φ, fun h0 => ?_, ?_⟩
      · have h1 := R.normalized
        simp [h0] at h1
      · rw [kbHam_mulVec, R.eigen, R.normalized, mul_one, sub_add_cancel, h]
    · have h := ov x
      rw [hx, dotProduct_smul, smul_eq_mul] at h
      have h' : (((E + c : ℝ) : ℂ) - E0) * (star φ ⬝ᵥ x) = 0 := by linear_combination h
      have hs : star φ ⬝ᵥ x = 0 :=
        (mul_eq_zero.mp h').resolve_left (sub_ne_zero.mpr (by exact_mod_cast hne))
      have h2 := (orthogonal_shift H hs c (E + c)).2 hx
      rw [add_sub_cancel_right] at h2
      exact ⟨x, hx0, h2⟩

/-- Let `H`, `φ`, `E0`, `E1` satisfy `IsReference`. Lower the local potential by `c ≠ 0` and add the
Kleinman-Bylander term `K` of the remainder `c`. Then `φ` keeps `E0`, eigenstates orthogonal to `φ`
move by `-c`, and a ghost lies below `E0` exactly when `c > E1 - E0`. -/
theorem ghost_threshold {H K : Matrix n n ℂ} {φ : n → ℂ} {E0 E1 c : ℝ}
    (R : IsReference H φ E0 E1) (hc : c ≠ 0)
    (hK : IsKBTerm ((c : ℂ) • (1 : Matrix n n ℂ)) φ K) :
    (H - (c : ℂ) • (1 : Matrix n n ℂ) + K) *ᵥ φ = (E0 : ℂ) • φ ∧
    (∀ (x : n → ℂ) (E : ℝ), star φ ⬝ᵥ x = 0 →
      ((H - (c : ℂ) • (1 : Matrix n n ℂ) + K) *ᵥ x = ((E - c : ℝ) : ℂ) • x ↔
        H *ᵥ x = (E : ℂ) • x)) ∧
    (HasGhostBelow (H - (c : ℂ) • (1 : Matrix n n ℂ) + K) E0 ↔ E1 - E0 < c) := by
  have hk : H - (c : ℂ) • (1 : Matrix n n ℂ) + K = kbHam H φ c := by
    rw [(kbTerm_const_iff R.normalized hc K).1 hK, kbHam]
  rw [hk]
  refine ⟨?_, fun x E hx => orthogonal_shift H hx c E, ?_, ?_⟩
  · rw [kbHam_mulVec, R.eigen, R.normalized, mul_one, sub_add_cancel]
  · rintro ⟨E, hE, hl⟩
    rcases (level_iff R c E).1 hl with h | ⟨hne, h⟩
    · exact absurd h hE.ne
    · have := R.above _ h hne
      linarith
  · intro h
    -- the ghost is the shifted first excited level
    refine ⟨E1 - c, by linarith, (level_iff R c _).2 (Or.inr ?_)⟩
    rw [sub_add_cancel]
    exact ⟨R.gap.ne', R.next⟩

/-- Let `H`, `φ`, `E0`, `E1` satisfy `IsReference`. For `c > E1 - E0` the lowest level of
`H - c + c φ φ*` is `E1 - c`. -/
theorem ghost_is_lowest {H : Matrix n n ℂ} {φ : n → ℂ} {E0 E1 c : ℝ}
    (R : IsReference H φ E0 E1) (hc : E1 - E0 < c) :
    IsLevel (kbHam H φ c) (E1 - c) ∧ ∀ E, IsLevel (kbHam H φ c) E → E1 - c ≤ E := by
  constructor
  · refine (level_iff R c _).2 (Or.inr ?_)
    rw [sub_add_cancel]
    exact ⟨R.gap.ne', R.next⟩
  · intro E hE
    rcases (level_iff R c E).1 hE with h | ⟨hne, h⟩
    · linarith
    · have := R.above _ h hne
      linarith

/-- Let `H`, `φ`, `E0`, `E1` satisfy `IsReference`. At `c = E1 - E0` some nonzero state orthogonal
to `φ` has the energy `E0` under `H - c + c φ φ*`. -/
theorem degenerate_at_threshold {H : Matrix n n ℂ} {φ : n → ℂ} {E0 E1 : ℝ}
    (R : IsReference H φ E0 E1) :
    ∃ x : n → ℂ, x ≠ 0 ∧ star φ ⬝ᵥ x = 0 ∧
      kbHam H φ (E1 - E0) *ᵥ x = (E0 : ℂ) • x := by
  obtain ⟨x, hx0, hx⟩ := R.next
  have h := overlap_mulVec R.hermitian R.eigen x
  rw [hx, dotProduct_smul, smul_eq_mul] at h
  have h' : ((E1 : ℂ) - E0) * (star φ ⬝ᵥ x) = 0 := by linear_combination h
  have hs : star φ ⬝ᵥ x = 0 :=
    (mul_eq_zero.mp h').resolve_left (sub_ne_zero.mpr (by exact_mod_cast R.gap.ne'))
  have h2 := (orthogonal_shift H hs (E1 - E0) E1).2 hx
  rw [sub_sub_cancel] at h2
  exact ⟨x, hx0, hs, h2⟩

/-- The two-level matrix with rows `(16, -12)` and `(-12, 9)` has the reference state
`(3/5, 4/5)` at energy `0` and its next level at `25`. -/
theorem isReference_witness :
    IsReference !![(16 : ℂ), -12; -12, 9] ![3 / 5, 4 / 5] 0 25 where
  hermitian := Matrix.IsHermitian.ext (fun i j => by fin_cases i <;> fin_cases j <;> simp)
  normalized := by
    -- both components are real
    have h3 : star (3 / 5 : ℂ) = 3 / 5 := by
      have h := Complex.conj_ofReal (3 / 5)
      push_cast at h
      exact h
    have h4 : star (4 / 5 : ℂ) = 4 / 5 := by
      have h := Complex.conj_ofReal (4 / 5)
      push_cast at h
      exact h
    rw [dotProduct, Fin.sum_univ_two]
    show star (3 / 5 : ℂ) * (3 / 5) + star (4 / 5 : ℂ) * (4 / 5) = 1
    rw [h3, h4]
    norm_num
  eigen := by
    ext i
    fin_cases i <;> norm_num [mulVec, dotProduct, Fin.sum_univ_two]
  simple := by
    intro x hx
    have h0 := congrFun hx 0
    simp [mulVec, dotProduct, Fin.sum_univ_two] at h0
    refine ⟨5 / 3 * x 0, ?_⟩
    ext i
    fin_cases i
    · show x 0 = 5 / 3 * x 0 * (3 / 5)
      ring
    · show x 1 = 5 / 3 * x 0 * (4 / 5)
      linear_combination (-1 / 12) * h0
  gap := by norm_num
  next := by
    refine ⟨![4, -3], fun h => ?_, ?_⟩
    · have h0 := congrFun h 0
      simp at h0
    · ext i
      fin_cases i <;> norm_num [mulVec, dotProduct, Fin.sum_univ_two]
  above := by
    rintro E ⟨x, hx0, hx⟩ hE
    have h0 := congrFun hx 0
    have h1 := congrFun hx 1
    simp [mulVec, dotProduct, Fin.sum_univ_two] at h0 h1
    by_contra hlt
    have hE' : (E : ℂ) ≠ 0 := by exact_mod_cast hE
    have h25 : E ≠ 25 := fun h => hlt h.ge
    have h25' : (E : ℂ) ≠ 25 := by exact_mod_cast h25
    -- both components along the two eigenvectors vanish
    have a' : (E : ℂ) * (3 * x 0 + 4 * x 1) = 0 := by linear_combination -3 * h0 - 4 * h1
    have b' : ((E : ℂ) - 25) * (4 * x 0 - 3 * x 1) = 0 := by
      linear_combination -4 * h0 + 3 * h1
    have a := (mul_eq_zero.mp a').resolve_left hE'
    have b := (mul_eq_zero.mp b').resolve_left (sub_ne_zero.mpr h25')
    apply hx0
    ext i
    fin_cases i
    · show x 0 = 0
      linear_combination (3 / 25) * a + (4 / 25) * b
    · show x 1 = 0
      linear_combination (4 / 25) * a - (3 / 25) * b

end

end KleinmanBylanderLocalShift
```

```lean
#print axioms KleinmanBylanderLocalShift.ghost_threshold
#print axioms KleinmanBylanderLocalShift.ghost_is_lowest
#print axioms KleinmanBylanderLocalShift.degenerate_at_threshold
```

```
'KleinmanBylanderLocalShift.ghost_threshold' depends on axioms: [propext, Classical.choice, Quot.sound]
'KleinmanBylanderLocalShift.ghost_is_lowest' depends on axioms: [propext, Classical.choice, Quot.sound]
'KleinmanBylanderLocalShift.degenerate_at_threshold' depends on axioms: [propext, Classical.choice, Quot.sound]
```

### How the lemmas carry the argument

`kbTerm_const_iff` solves for $K$. Its steps `h1` and `h2` compute $A\varphi$ and $(A\varphi)(A\varphi)^*$, and `inv_smul_smul₀` then cancels the nonzero factor $c$. The equivalence also shows that $c\,\varphi\varphi^*$ does satisfy the relation, so a suitable `K` always exists.

`kbHam_mulVec` is the formula for $H'x$. Setting the overlap to zero in it and cancelling $cx$ on both sides gives `orthogonal_shift`. `overlap_mulVec` moves $H$ onto $\varphi$ by Hermiticity and uses that $E_0$ is real.

In `level_iff`, the forward direction applies $\langle\varphi,\cdot\rangle$ to the eigenvalue equation through `congrArg`. `linear_combination` brings the result to the form $(E-E_0)\langle\varphi,x\rangle=0$, and `mul_eq_zero` gives orthogonality. The field `R.simple` then excludes $E+c=E_0$. The backward direction uses $\varphi$ itself for the level $E_0$, and the overlap argument for $H$ for the shifted levels.

`ghost_threshold` first replaces `K` by its closed form, which turns the Hamiltonian into `kbHam H φ c`. Its first two conclusions come from `kbHam_mulVec` and `orthogonal_shift`. For the third, `level_iff` translates a ghost into a level of $H$ at or above $E_1$, and `linarith` compares the energies; in the other direction the ghost supplied is `E1 - c`. The same list of levels yields `ghost_is_lowest`, while `degenerate_at_threshold` shifts an eigenvector at $E_1$ directly.

For the two-level matrix, the first row of the eigenvalue equation at energy $0$ fixes the ratio of the components, which proves simplicity. For an energy that is neither $0$ nor $25$, the components along $(3,4)$ and $(4,-3)$ both vanish, so no further level exists.
